# The $\ln(p^2)/\varepsilon$ pole of a two-loop rainbow cancels exactly when the counterterm's leading coefficient matches

Let $L=\ln(p^2/\mu^2)\neq 0$ be the logarithm of the squared momentum in units of the renormalization scale, let $u$ and $v$ be real functions of the regulator $\varepsilon$ that are differentiable at $0$, and let
$$D(\varepsilon,L)=\frac{u(\varepsilon)\,e^{-2\varepsilon L}}{2\varepsilon^2}-\frac{v(\varepsilon)\,e^{-\varepsilon L}}{\varepsilon^2}.$$
The first term models a massless two-loop rainbow diagram, and the second models the insertion of its one-loop counterterm. Then $D(\varepsilon,L)-D(\varepsilon,0)$ has a finite limit as $\varepsilon\to0$ if and only if $u(0)=v(0)$, and that limit is $(v'(0)-u'(0))L+u(0)L^2/2$.

```lean
import Mathlib

open Filter Topology

namespace RainbowLocality

noncomputable section

/-- The rainbow diagram with its one-loop counterterm insertion, in dimensional regularization
with regulator `ε ≠ 0`; `L` is the logarithm of the squared momentum in units of the scale. -/
def rainbow (u v : ℝ → ℝ) (ε L : ℝ) : ℝ :=
  u ε * Real.exp (-2 * ε * L) / (2 * ε ^ 2) - v ε * Real.exp (-ε * L) / ε ^ 2

/-- For a positive squared momentum ratio `s` and `L = log s`, the two terms of the diagram carry
the powers `s ^ (-2ε)` and `s ^ (-ε)`. -/
theorem rainbow_log (u v : ℝ → ℝ) (ε : ℝ) {s : ℝ} (hs : 0 < s) :
    rainbow u v ε (Real.log s) =
      u ε * s ^ (-2 * ε) / (2 * ε ^ 2) - v ε * s ^ (-ε) / ε ^ 2 := by
  unfold rainbow
  rw [Real.rpow_def_of_pos hs, Real.rpow_def_of_pos hs,
    mul_comm (Real.log s) (-2 * ε), mul_comm (Real.log s) (-ε)]

/-- At nonzero regulator, `ε²` times the diagram subtracted at `L = 0` is a product of two factors,
`exp (-ε L) - 1` and `u(ε) (exp (-ε L) + 1) / 2 - v(ε)`. -/
theorem rainbow_sub_factor (u v : ℝ → ℝ) {ε : ℝ} (hε : ε ≠ 0) (L : ℝ) :
    ε ^ 2 * (rainbow u v ε L - rainbow u v ε 0) =
      (Real.exp (-ε * L) - 1) * (u ε * (Real.exp (-ε * L) + 1) / 2 - v ε) := by
  have h : Real.exp (-2 * ε * L) = Real.exp (-ε * L) * Real.exp (-ε * L) := by
    rw [← Real.exp_add]
    congr 1
    ring
  have hinv : ε ^ 2 * (ε ^ 2)⁻¹ = 1 := mul_inv_cancel₀ (pow_ne_zero 2 hε)
  unfold rainbow
  rw [h]
  simp only [mul_zero, Real.exp_zero]
  generalize Real.exp (-ε * L) = E
  linear_combination ((E - 1) * (u ε * (E + 1) / 2 - v ε)) * hinv

/-- The momentum factor `exp (-ε L)` has derivative `-L` with respect to the regulator at
`ε = 0`. -/
theorem hasDerivAt_momentum_factor (L : ℝ) :
    HasDerivAt (fun ε : ℝ => Real.exp (-ε * L)) (-L) 0 :=
  (((hasDerivAt_id' (0 : ℝ)).fun_neg.mul_const L).exp).congr_deriv (by simp)

/-- The difference quotient of the momentum factor tends to `-L` as the regulator is removed. -/
theorem tendsto_momentum_slope (L : ℝ) :
    Tendsto (fun ε : ℝ => ε⁻¹ * (Real.exp (-ε * L) - 1)) (𝓝[≠] 0) (𝓝 (-L)) :=
  (hasDerivAt_iff_tendsto_slope_zero.mp (hasDerivAt_momentum_factor L)).congr
    fun ε => by simp

/-- For `u` and `v` continuous at `0`, the coefficient of the nonlocal pole `L/ε` is
`v(0) - u(0)`: `ε` times the subtracted diagram tends to `(v(0) - u(0)) L`. -/
theorem nonlocal_pole {u v : ℝ → ℝ} (hu : ContinuousAt u 0) (hv : ContinuousAt v 0) (L : ℝ) :
    Tendsto (fun ε => ε * (rainbow u v ε L - rainbow u v ε 0)) (𝓝[≠] 0)
      (𝓝 ((v 0 - u 0) * L)) := by
  have hc : ContinuousAt (fun ε => u ε * (Real.exp (-ε * L) + 1) / 2 - v ε) 0 :=
    ((hu.mul ((hasDerivAt_momentum_factor L).continuousAt.add continuousAt_const)).div_const
      2).sub hv
  have h : Tendsto (fun ε => ε⁻¹ * (Real.exp (-ε * L) - 1) *
      (u ε * (Real.exp (-ε * L) + 1) / 2 - v ε)) (𝓝[≠] 0)
      (𝓝 (-L * (u 0 * (Real.exp (-0 * L) + 1) / 2 - v 0))) :=
    (tendsto_momentum_slope L).mul (hc.tendsto.mono_left nhdsWithin_le_nhds)
  have hval : -L * (u 0 * (Real.exp (-0 * L) + 1) / 2 - v 0) = (v 0 - u 0) * L := by
    simp only [neg_zero, zero_mul, Real.exp_zero]
    ring
  rw [← hval]
  refine h.congr' ?_
  filter_upwards [self_mem_nhdsWithin] with ε hε
  have hinv : ε⁻¹ * ε = 1 := inv_mul_cancel₀ hε
  linear_combination (-ε⁻¹) * rainbow_sub_factor u v hε L +
    ε * (rainbow u v ε L - rainbow u v ε 0) * hinv

/-- If `u` and `v` are differentiable at `0` and `u(0) = v(0)`, the subtracted diagram tends to
`(v'(0) - u'(0)) L + u(0) L²/2`. -/
theorem finite_part {u v : ℝ → ℝ} {u' v' : ℝ} (hu : HasDerivAt u u' 0)
    (hv : HasDerivAt v v' 0) (h0 : u 0 = v 0) (L : ℝ) :
    Tendsto (fun ε => rainbow u v ε L - rainbow u v ε 0) (𝓝[≠] 0)
      (𝓝 ((v' - u') * L + u 0 * L ^ 2 / 2)) := by
  have hg : HasDerivAt (fun ε => u ε * (Real.exp (-ε * L) + 1) / 2 - v ε)
      ((u' * (Real.exp (-0 * L) + 1) + u 0 * (-L)) / 2 - v') 0 :=
    ((hu.fun_mul ((hasDerivAt_momentum_factor L).add_const 1)).div_const 2).fun_sub hv
  -- the second factor vanishes at zero regulator, so its quotient by `ε` tends to its derivative there
  have hz : u 0 * (Real.exp (-0 * L) + 1) / 2 - v 0 = 0 := by
    simp only [neg_zero, zero_mul, Real.exp_zero]
    linarith
  have hs : Tendsto (fun ε => ε⁻¹ * (u ε * (Real.exp (-ε * L) + 1) / 2 - v ε)) (𝓝[≠] 0)
      (𝓝 ((u' * (Real.exp (-0 * L) + 1) + u 0 * (-L)) / 2 - v')) :=
    (hasDerivAt_iff_tendsto_slope_zero.mp hg).congr fun ε => by
      simp only [zero_add, smul_eq_mul, hz, sub_zero]
  have hval : -L * ((u' * (Real.exp (-0 * L) + 1) + u 0 * (-L)) / 2 - v') =
      (v' - u') * L + u 0 * L ^ 2 / 2 := by
    simp only [neg_zero, zero_mul, Real.exp_zero]
    ring
  rw [← hval]
  refine ((tendsto_momentum_slope L).mul hs).congr' ?_
  filter_upwards [self_mem_nhdsWithin] with ε hε
  have hinv : ε⁻¹ ^ 2 * ε ^ 2 = 1 := by
    rw [← mul_pow, inv_mul_cancel₀ hε, one_pow]
  linear_combination (-ε⁻¹ ^ 2) * rainbow_sub_factor u v hε L +
    (rainbow u v ε L - rainbow u v ε 0) * hinv

/-- Rainbow locality: for `u`, `v` differentiable at `0` and `L ≠ 0`, the subtracted diagram has
a finite limit exactly when `u(0) = v(0)`, and the limit is then
`(v'(0) - u'(0)) L + u(0) L²/2`. -/
theorem rainbow_locality {u v : ℝ → ℝ} {u' v' L : ℝ} (hu : HasDerivAt u u' 0)
    (hv : HasDerivAt v v' 0) (hL : L ≠ 0) :
    ((∃ c, Tendsto (fun ε => rainbow u v ε L - rainbow u v ε 0) (𝓝[≠] 0) (𝓝 c)) ↔
      u 0 = v 0) ∧
    (u 0 = v 0 → Tendsto (fun ε => rainbow u v ε L - rainbow u v ε 0) (𝓝[≠] 0)
      (𝓝 ((v' - u') * L + u 0 * L ^ 2 / 2))) := by
  refine ⟨⟨?_, fun h0 => ⟨_, finite_part hu hv h0 L⟩⟩, fun h0 => finite_part hu hv h0 L⟩
  rintro ⟨c, hc⟩
  -- a finite limit leaves no room for a pole
  have hid : Tendsto (fun ε : ℝ => ε) (𝓝[≠] 0) (𝓝 0) :=
    tendsto_id.mono_left nhdsWithin_le_nhds
  have h := tendsto_nhds_unique (nonlocal_pole hu.continuousAt hv.continuousAt L) (hid.mul hc)
  rw [zero_mul] at h
  have h' := (mul_eq_zero.mp h).resolve_right hL
  linarith

/-- For `u`, `v` differentiable at `0`, one momentum-independent counterterm `Z(ε)` makes the
diagram finite at every `L` exactly when `u(0) = v(0)`. -/
theorem local_counterterm_iff {u v : ℝ → ℝ} {u' v' : ℝ} (hu : HasDerivAt u u' 0)
    (hv : HasDerivAt v v' 0) :
    (∃ Z : ℝ → ℝ, ∀ L, ∃ c, Tendsto (fun ε => rainbow u v ε L - Z ε) (𝓝[≠] 0) (𝓝 c)) ↔
      u 0 = v 0 := by
  constructor
  · rintro ⟨Z, hZ⟩
    obtain ⟨a, ha⟩ := hZ 1
    obtain ⟨b, hb⟩ := hZ 0
    -- the counterterm drops out of the difference between two momenta
    exact (rainbow_locality hu hv one_ne_zero).1.mp
      ⟨a - b, (ha.sub hb).congr fun ε => by ring⟩
  · intro h0
    exact ⟨fun ε => rainbow u v ε 0, fun L => ⟨_, finite_part hu hv h0 L⟩⟩

/-- Without the counterterm insertion, a two-loop term with `u` differentiable at `0` and
`u(0) ≠ 0` cannot be made finite at every `L` by a momentum-independent counterterm. -/
theorem bare_rainbow_not_local {u : ℝ → ℝ} {u' : ℝ} (hu : HasDerivAt u u' 0) (hu0 : u 0 ≠ 0) :
    ¬ ∃ Z : ℝ → ℝ, ∀ L, ∃ c,
      Tendsto (fun ε => u ε * Real.exp (-2 * ε * L) / (2 * ε ^ 2) - Z ε) (𝓝[≠] 0) (𝓝 c) := by
  rintro ⟨Z, hZ⟩
  refine hu0 ((local_counterterm_iff (v := fun _ => 0) hu
    (hasDerivAt_const (0 : ℝ) (0 : ℝ))).mp ⟨Z, fun L => ?_⟩)
  obtain ⟨c, hc⟩ := hZ L
  exact ⟨c, hc.congr fun ε => by unfold rainbow; ring⟩

end

end RainbowLocality
```

```lean
#print axioms RainbowLocality.rainbow_log
#print axioms RainbowLocality.bare_rainbow_not_local
```

```
'RainbowLocality.rainbow_log' depends on axioms: [propext, Classical.choice, Quot.sound]
'RainbowLocality.bare_rainbow_not_local' depends on axioms: [propext, Classical.choice, Quot.sound]
```

## Why a pole multiplied by a logarithm is a problem

In dimensional regularization a two-loop self-energy with one loop nested inside the other typically diverges as $\varepsilon\to0$. When the inner loop has a pole of its own, part of the divergence generally has the form $\ln(p^2)/\varepsilon$. A local term in the Lagrangian gives a polynomial in the momentum, so it cannot absorb such a pole. The pole has to cancel against the diagram in which the inner loop is replaced by its one-loop counterterm.

The two terms of $D$ are these two diagrams, with the overall tensor structure and power of momentum stripped off. A local counterterm is then a quantity independent of $L$. In $d=4-2\varepsilon$ dimensions, each loop of a massless diagram contributes a factor $(p^2/\mu^2)^{-\varepsilon}$, so the two-loop term carries $e^{-2\varepsilon L}$ and the counterterm insertion carries $e^{-\varepsilon L}$.

The condition $u(0)=v(0)$ stands for a correctly chosen one-loop counterterm. If the inner loop has the pole $a/\varepsilon$, the outer integration over the combined power gives $b/(2\varepsilon)$, while the insertion gives $-a/\varepsilon$ times $b/\varepsilon$. Both leading coefficients are then $ab$. This is a heuristic reading: that a given Feynman integral has the form $D$, with regular $u$ and $v$ that agree at $0$, is the step left to the diagram calculation.

The result bears on two-loop renormalization in quantum electrodynamics, for a single nested massless diagram that depends on one momentum scale.

## What the theorems say

The function `rainbow u v ε L` is $D(\varepsilon,L)$. Textbooks usually call only the nested two-loop diagram a rainbow; here the name includes the counterterm insertion. The letter `L` is a logarithm and not a number of loops. In `rainbow_log`, the positive number `s` is the ratio $p^2/\mu^2$, and the exponentials become the powers $s^{-2\varepsilon}$ and $s^{-\varepsilon}$. Everything is real, which corresponds to Euclidean momenta.

The hypothesis `HasDerivAt u u' 0` says that $u$ is differentiable at $0$ with derivative $u'$, a number. Nothing is assumed about derivatives elsewhere or about higher orders. The filter `𝓝[≠] 0` means that $\varepsilon$ approaches $0$ through nonzero values, from both sides, so the value that Lean assigns to division by zero plays no part.

The theorem `rainbow_locality` has two halves: the equivalence between a finite limit and $u(0)=v(0)$, and the value of the limit when the condition holds. The assumption $L\neq0$ serves the equivalence, because at $L=0$ the subtracted diagram vanishes identically for any $u$ and $v$.

The theorem `local_counterterm_iff` removes the choice of subtraction point. It says that some function $Z(\varepsilon)$, the same for all momenta, makes $D(\varepsilon,L)-Z(\varepsilon)$ converge at every $L$ exactly when $u(0)=v(0)$. Here $Z$ may be any real function of $\varepsilon$, not only a sum of poles. By `bare_rainbow_not_local`, no such $Z$ exists for the two-loop term alone if $u(0)\neq0$.

## Factorizing the subtracted diagram

Write $E=e^{-\varepsilon L}$, so that $e^{-2\varepsilon L}=E^2$. For $\varepsilon\neq0$,
$$\varepsilon^2\,[D(\varepsilon,L)-D(\varepsilon,0)]=\frac{u(\varepsilon)}{2}(E^2-1)-v(\varepsilon)(E-1)=(E-1)\,g(\varepsilon),$$
$$g(\varepsilon)=\frac{u(\varepsilon)(E+1)}{2}-v(\varepsilon).$$
This is `rainbow_sub_factor`. Its proof splits the exponential, names the common factor `E`, and leaves the algebra to `linear_combination`.

**The pole.** Since $E$ has derivative $-L$ at $\varepsilon=0$, we have $(E-1)/\varepsilon\to-L$. By continuity, $g(\varepsilon)\to u(0)-v(0)$. Multiplying the two limits gives
$$\varepsilon\,[D(\varepsilon,L)-D(\varepsilon,0)]\to(v(0)-u(0))L,$$
which is `nonlocal_pole`. It needs only continuity of $u$ and $v$ at $0$.

**The finite part.** If $u(0)=v(0)$, then $g(0)=0$, and the product rule gives
$$\frac{g(\varepsilon)}{\varepsilon}\to g'(0)=\frac{2u'(0)-u(0)L}{2}-v'(0).$$
Therefore
$$D(\varepsilon,L)-D(\varepsilon,0)=\frac{E-1}{\varepsilon}\cdot\frac{g(\varepsilon)}{\varepsilon}\to-L\,g'(0)=(v'(0)-u'(0))L+\frac{u(0)L^2}{2}.$$
In `finite_part`, `hg` is the derivative of $g$, `hz` is $g(0)=0$, and `hs` is the limit of $g(\varepsilon)/\varepsilon$. In both lemmas the limit of the product is carried over to the diagram by `congr'`, which requires the two expressions to agree only for nonzero $\varepsilon$ near $0$.

**The converse.** Suppose that the subtracted diagram tends to a finite $c$. Then $\varepsilon$ times it tends to $0\cdot c=0$. Limits are unique, so $(v(0)-u(0))L=0$, and $L\neq0$ gives $u(0)=v(0)$. In `rainbow_locality` this is the call to `tendsto_nhds_unique`.

**The counterterm.** If $Z$ works at every $L$, use it at $L=1$ and $L=0$. In the difference of the two convergent expressions $Z$ drops out, so $D(\varepsilon,1)-D(\varepsilon,0)$ converges and $u(0)=v(0)$. Conversely, if $u(0)=v(0)$, the choice $Z(\varepsilon)=D(\varepsilon,0)$ works by the finite-part result. Setting $v=0$ turns the criterion into $u(0)=0$, which rules out a local counterterm for the bare two-loop term when $u(0)\neq0$.

## The derivative as a limit of quotients

The Mathlib lemma `hasDerivAt_iff_tendsto_slope_zero` states that $f$ has derivative $f'$ at $x$ exactly when
$$t^{-1}\,(f(x+t)-f(x))\to f'\quad\text{as } t\to0,\ t\neq0.$$
The proof uses it twice at $x=0$, with the regulator as $t$: once for $E$ and once for $g$. The calculus rules supply the derivatives, and the lemma turns them into limits of the quotients that occur in the diagram. No Taylor expansion with a remainder is needed.

The second use also shows where the matching condition enters. The lemma controls $(g(\varepsilon)-g(0))/\varepsilon$, whereas the diagram contains $g(\varepsilon)/\varepsilon$. They differ by $g(0)/\varepsilon$, which `hz` sets to zero. Without the condition, this remainder times $-L$ is the nonlocal pole $(v(0)-u(0))L/\varepsilon$.

## Numbers for a matched and a mismatched counterterm

Take $u(\varepsilon)=1+\varepsilon$, $v(\varepsilon)=1+3\varepsilon$ and $L=2$. The predicted limit is $(3-1)\cdot2+1\cdot4/2=6$.

At $\varepsilon=0.01$ we have $E=e^{-0.02}\approx0.980199$, so $E-1\approx-0.019801$ and $g\approx1.000000-1.03=-0.030000$. The product is about $5.940\times10^{-4}$, and division by $\varepsilon^2=10^{-4}$ gives $5.94$. At $\varepsilon=0.1$ the same calculation gives $5.43$.

Now change the counterterm to $v(\varepsilon)=2+3\varepsilon$. At $\varepsilon=0.01$ the second factor becomes $g\approx-1.030000$, and the subtracted diagram is about $204$. The predicted pole $(2-1)\cdot2/\varepsilon$ accounts for $200$ of this.
